# Log-concavity of the canonical partition function for non-interacting bosons in finitely many modes

## The ideal Bose gas at fixed particle number

Non-interacting bosons occupy a finite set s of single-particle modes. Mode i has the real energy e_i, and the total particle number N is fixed. The question is how the canonical partition function, and with it the free energy of adding one more boson, changes with N.

The letter b stands for the inverse temperature 1/(k_B T), usually written β. It may be any real number until part (i), where it must be positive. In Lean, `ι` is the type of mode labels, `s : Finset ι` is the mode set and `e : ι → ℝ` gives the energies. Degenerate levels are separate modes with equal energies.

```lean
import Mathlib

open Finset

namespace BosonLogConcavity

noncomputable section

variable {ι : Type*} [DecidableEq ι]
```

The sum over states runs over the occupation-number basis. Each basis state is given by its occupation vector n, where n_i is the number of bosons in mode i. Its energy is

E(n) = ∑_{i ∈ s} n_i e_i.

```lean
/-- Energy of the occupation vector `n` of non-interacting particles in the modes `s`
with mode energies `e`. -/
def energy (e : ι → ℝ) (s : Finset ι) (n : ι → ℕ) : ℝ := ∑ i ∈ s, (n i : ℝ) * e i
```

The partition function, often written Z_N, is written here with its mode set:

Z(s, N) = ∑_n exp(−b E(n)).

The sum runs over all vectors of natural numbers that vanish outside s and have total N, which is the set `s.piAntidiag N`. Bose statistics enters in two ways: each n_i is unbounded, and each vector is counted once. The identification of this sum with the trace of exp(−bH) over the symmetric N-particle space, H being the Hamiltonian, is standard physics that the code takes as its starting point.

```lean
/-- Canonical partition function of `N` bosons in the modes `s`: the sum of Boltzmann factors
over all occupation vectors with total particle number `N`. -/
def Z (b : ℝ) (e : ι → ℝ) (s : Finset ι) (N : ℕ) : ℝ :=
  ∑ n ∈ s.piAntidiag N, Real.exp (-b * energy e s n)
```

The free energy is

F(N) = −log Z(s, N) / b.

The formula needs b ≠ 0 and Z(s, N) > 0. Part (i) assumes b > 0 and at least two modes, which ensures both by part (d).

```lean
/-- The expression `-log Z / b`, which is the canonical free energy of `N` bosons when `b ≠ 0` and
there is at least one mode. -/
def freeEnergy (b : ℝ) (e : ι → ℝ) (s : Finset ι) (N : ℕ) : ℝ :=
  -Real.log (Z b e s N) / b
```

## (a) Adding a mode

Let a be a mode that is not in s. Show that

Z(s ∪ {a}, N+1) = Z(s, N+1) + exp(−b e_a) Z(s ∪ {a}, N).

**Solution.** Split the vectors on the left by the occupation of a. Those with n_a = 0 are the (N+1)-particle vectors of s, with the same energies, and they sum to Z(s, N+1).

If n_a ≥ 1, take one boson out of a. This gives an N-particle vector n′ of s ∪ {a}, and putting the boson back recovers n, so the correspondence is one-to-one. Since E(n) = E(n′) + e_a, these vectors contribute

∑_{n′} exp(−b (E(n′) + e_a)) = exp(−b e_a) Z(s ∪ {a}, N).

In the proof, `sum_filter_add_sum_filter_not` makes the split, and `sum_nbij'` receives the two maps that add and remove a boson. The auxiliary statement `upd` confirms that they change the particle number as they should.

```lean
/-- Adding a new mode `a`: either `a` is empty, or one particle can be taken out of it at the
price of one Boltzmann factor. -/
theorem Z_insert_succ (b : ℝ) (e : ι → ℝ) {s : Finset ι} {a : ι} (ha : a ∉ s) (N : ℕ) :
    Z b e (insert a s) (N + 1) =
      Z b e s (N + 1) + Real.exp (-b * e a) * Z b e (insert a s) N := by
  have key : ∀ (n : ι → ℕ) (k : ℕ), ∀ i ∈ s, Function.update n a k i = n i :=
    fun n k i hi => Function.update_of_ne (ne_of_mem_of_not_mem hi ha) _ _
  -- changing the occupation of mode `a` changes the particle number accordingly
  have upd : ∀ (n : ι → ℕ) (k M L : ℕ), n ∈ (insert a s).piAntidiag M →
      k + M = L + n a → Function.update n a k ∈ (insert a s).piAntidiag L := by
    intro n k M L hn hk
    obtain ⟨h1, h2⟩ := mem_piAntidiag.1 hn
    rw [sum_insert ha] at h1
    have h3 : ∑ i ∈ s, Function.update n a k i = ∑ i ∈ s, n i := sum_congr rfl (key n k)
    refine mem_piAntidiag.2 ⟨?_, fun i hi => ?_⟩
    · rw [sum_insert ha, h3, Function.update_self]
      omega
    · by_cases h : i = a
      · simp [h]
      · rw [Function.update_of_ne h] at hi
        exact h2 i hi
  unfold Z
  rw [← sum_filter_add_sum_filter_not ((insert a s).piAntidiag (N + 1)) (fun n => n a = 0)]
  congr 1
  · -- vectors with mode `a` empty are the vectors of the old modes
    have h0 : ∀ n ∈ s.piAntidiag (N + 1), n a = 0 := fun n hn =>
      by_contra fun h => ha ((mem_piAntidiag.1 hn).2 a h)
    have h : ((insert a s).piAntidiag (N + 1)).filter (fun n => n a = 0)
        = s.piAntidiag (N + 1) := by
      ext n
      simp only [mem_filter, mem_piAntidiag, sum_insert ha, mem_insert]
      constructor
      · rintro ⟨⟨h1, h2⟩, h3⟩
        rw [h3, zero_add] at h1
        exact ⟨h1, fun i hi => (h2 i hi).resolve_left fun h => hi (by rw [h, h3])⟩
      · rintro ⟨h1, h2⟩
        have h3 : n a = 0 := h0 n (mem_piAntidiag.2 ⟨h1, h2⟩)
        refine ⟨⟨?_, fun i hi => Or.inr (h2 i hi)⟩, h3⟩
        rw [h3, zero_add]
        exact h1
    rw [h]
    refine sum_congr rfl fun n hn => ?_
    simp [energy, sum_insert ha, h0 n hn]
  · -- the others arise from `N`-particle vectors by adding a particle to mode `a`
    rw [mul_sum]
    symm
    refine sum_nbij' (fun n => Function.update n a (n a + 1))
      (fun n => Function.update n a (n a - 1)) ?_ ?_ ?_ ?_ ?_
    · intro n hn
      exact mem_filter.2 ⟨upd n _ N _ hn (by omega), by simp⟩
    · intro n hn
      have h0 : n a ≠ 0 := (mem_filter.1 hn).2
      exact upd n _ (N + 1) _ (mem_filter.1 hn).1 (by omega)
    · intro n _
      simp
    · intro n hn
      have h0 : n a ≠ 0 := (mem_filter.1 hn).2
      have h1 : n a - 1 + 1 = n a := by omega
      simp [h1]
    · intro n _
      show Real.exp _ * Real.exp _ =
        Real.exp (-b * energy e (insert a s) (Function.update n a (n a + 1)))
      have h : ∑ i ∈ s, ((Function.update n a (n a + 1) i : ℕ) : ℝ) * e i
          = ∑ i ∈ s, (n i : ℝ) * e i := sum_congr rfl fun i hi => by rw [key n _ i hi]
      rw [← Real.exp_add]
      congr 1
      unfold energy
      rw [sum_insert ha, sum_insert ha, h, Function.update_self]
      push_cast
      ring
```

## (b) No particles

Show that, for every mode set,

Z(s, 0) = 1.

**Solution.** The only vector with total 0 is the zero vector. Its energy is 0 and its Boltzmann factor is exp(0) = 1.

```lean
/-- The partition function of zero particles is one. -/
theorem Z_zero (b : ℝ) (e : ι → ℝ) (s : Finset ι) : Z b e s 0 = 1 := by
  simp [Z, energy]
```

## (c) No modes

Show that, without any modes,

Z(∅, N+1) = 0.

**Solution.** A vector that vanishes everywhere cannot have the total N+1, so the sum has no terms.

```lean
/-- Without modes the partition function of a positive number of particles is zero. -/
theorem Z_empty_succ (b : ℝ) (e : ι → ℝ) (N : ℕ) : Z b e ∅ (N + 1) = 0 :=
  Finset.sum_eq_zero fun _ hn => absurd (mem_piAntidiag.1 hn).1 (by simp)
```

## (d) Positivity

Show that, for a non-empty mode set and every N ≥ 0,

Z(s, N) > 0.

**Solution.** Choose a mode a in s and use induction on N. The case N = 0 is part (b). Part (a), applied to s without a, gives

Z(s, N+1) = Z(s \ {a}, N+1) + exp(−b e_a) Z(s, N).

The first term is a sum of exponentials, possibly empty, and so is not negative. The second is positive by the induction hypothesis. In Lean the reduced set is `s.erase a`.

```lean
/-- With at least one mode the boson partition function is positive for every `N`. -/
theorem Z_pos (b : ℝ) (e : ι → ℝ) {s : Finset ι} (hs : s.Nonempty) (N : ℕ) :
    0 < Z b e s N := by
  obtain ⟨a, ha⟩ := hs
  induction N with
  | zero => rw [Z_zero]; norm_num
  | succ N ih =>
    have h := Z_insert_succ b e (Finset.notMem_erase a s) N
    rw [Finset.insert_erase ha] at h
    have h0 : 0 ≤ Z b e (s.erase a) (N + 1) :=
      Finset.sum_nonneg fun _ _ => (Real.exp_pos _).le
    linarith [mul_pos (Real.exp_pos (-b * e a)) ih]
```

## (e) A recursion that produces strict log-concavity

In this part a(n) and c(n) are real sequences, and a is not a mode. Let x > 0, let every a(n) be positive, and suppose that for all n ≥ 0

a(n) a(n+2) ≤ a(n+1)²,

c(0) = a(0),

c(n+1) = a(n+1) + x c(n).

Show that, for all n ≥ 0,

c(n) c(n+2) < c(n+1)².

**Solution.** All c(n) are positive by induction. Inserting the recursion once in each product gives

c(n+1)² − c(n) c(n+2)
= c(n+1) [a(n+1) + x c(n)] − c(n) [a(n+2) + x c(n+1)]
= a(n+1) c(n+1) − a(n+2) c(n).

It is therefore enough to prove the mixed inequality

a(n+2) c(n) < a(n+1) c(n+1).

For n = 0,

a(1) c(1) = a(1)² + x a(1) a(0) > a(1)² ≥ a(2) a(0) = a(2) c(0).

Now assume the mixed inequality for n. Together with the log-concavity of a it gives

a(n+1) a(n+3) c(n) ≤ a(n+2)² c(n) < a(n+2) a(n+1) c(n+1).

Dividing by a(n+1) > 0 leaves

a(n+3) c(n) < a(n+2) c(n+1).

Hence

a(n+3) c(n+1) = a(n+1) a(n+3) + x a(n+3) c(n)
< a(n+2)² + x a(n+2) c(n+1)
= a(n+2) c(n+2),

which is the mixed inequality for n+1.

In the code the mixed inequality is `key`. The division is `lt_of_mul_lt_mul_left`, the last chain is the `calc` block, and `linear_combination` verifies the opening identity.

```lean
/-- If `a` is positive and log-concave and `c` is built from it by `c (n+1) = a (n+1) + x c n`
with `c 0 = a 0` and `x > 0`, then `c` is strictly log-concave. -/
theorem strict_of_recursion {a c : ℕ → ℝ} {x : ℝ} (hx : 0 < x) (ha : ∀ n, 0 < a n)
    (hc0 : c 0 = a 0) (hc : ∀ n, c (n + 1) = a (n + 1) + x * c n)
    (hlog : ∀ n, a n * a (n + 2) ≤ a (n + 1) ^ 2) (n : ℕ) :
    c n * c (n + 2) < c (n + 1) ^ 2 := by
  have cpos : ∀ n, 0 < c n := by
    intro n
    induction n with
    | zero => rw [hc0]; exact ha 0
    | succ n ih => rw [hc]; exact add_pos (ha _) (mul_pos hx ih)
  -- the mixed inequality that carries the induction
  have key : ∀ n, a (n + 2) * c n < a (n + 1) * c (n + 1) := by
    intro n
    induction n with
    | zero =>
      have h1 := hlog 0
      have h2 := mul_pos (ha (0 + 1)) (mul_pos hx (ha 0))
      rw [hc 0, hc0]
      linarith
    | succ n ih =>
      have h1 : a (n + 1) * a (n + 3) ≤ a (n + 2) ^ 2 := hlog (n + 1)
      have h2 : a (n + 3) * c n < a (n + 2) * c (n + 1) := by
        refine lt_of_mul_lt_mul_left ?_ (ha (n + 1)).le
        have h3 := mul_le_mul_of_nonneg_right h1 (cpos n).le
        have h4 := mul_lt_mul_of_pos_left ih (ha (n + 2))
        linarith
      have h5 := mul_lt_mul_of_pos_left h2 hx
      have e2 : c (n + 2) = a (n + 2) + x * c (n + 1) := hc (n + 1)
      calc a (n + 3) * c (n + 1)
          = a (n + 1) * a (n + 3) + x * (a (n + 3) * c n) := by rw [hc n]; ring
        _ < a (n + 2) ^ 2 + x * (a (n + 2) * c (n + 1)) := by linarith
        _ = a (n + 2) * c (n + 2) := by rw [e2]; ring
  have e2 : c (n + 2) = a (n + 2) + x * c (n + 1) := hc (n + 1)
  have h : c (n + 1) ^ 2 - c n * c (n + 2) = a (n + 1) * c (n + 1) - a (n + 2) * c n := by
    rw [e2]
    linear_combination c (n + 1) * hc n
  linarith [key n]
```

## (f) One mode

Show that, for a single mode a and every N ≥ 0,

Z({a}, N) Z({a}, N+2) = Z({a}, N+1)².

**Solution.** Put s = ∅ in part (a). The first term on the right vanishes by part (c), so for every M ≥ 0

Z({a}, M+1) = exp(−b e_a) Z({a}, M).

The sequence is geometric. Moving one factor exp(−b e_a) from Z({a}, N+2) to Z({a}, N) turns the product into the square.

```lean
/-- For a single mode, `Z_N Z_(N+2) = Z_(N+1)²` for every `N`. -/
theorem single_mode (b : ℝ) (e : ι → ℝ) (a : ι) (N : ℕ) :
    Z b e {a} N * Z b e {a} (N + 2) = Z b e {a} (N + 1) ^ 2 := by
  have h : ∀ M, Z b e {a} (M + 1) = Real.exp (-b * e a) * Z b e {a} M := by
    intro M
    have h := Z_insert_succ b e (Finset.notMem_empty a) M
    rwa [Z_empty_succ, zero_add, insert_empty_eq] at h
  have h2 : Z b e {a} (N + 2) = Real.exp (-b * e a) * Z b e {a} (N + 1) := h (N + 1)
  rw [h2, h N]
  ring
```

## (g) Any finite set of modes

Show that, for every N ≥ 1,

Z(s, N−1) Z(s, N+1) ≤ Z(s, N)².

**Solution.** Write N = k+1 and build up s one mode at a time, proving the inequality for all k at each stage.

- With no modes, the left side is 0 by part (c), and the right side is a square.
- With one mode, part (f) gives equality.
- When a mode a is added to a non-empty s, use part (e) with a(n) = Z(s, n), c(n) = Z(s ∪ {a}, n) and x = exp(−b e_a). Positivity is part (d), the common initial value is part (b), the recursion is part (a), and the log-concavity of a(n) is the induction hypothesis.

The Lean proof has the same three cases, under `Finset.induction_on`. Subtraction of natural numbers stops at zero, but `hN : 1 ≤ N` ensures that `N - 1` has its ordinary meaning.

```lean
/-- **Log-concavity of the boson partition function**: for bosons in finitely many modes with
real energies and real `b`, `Z_(N-1) Z_(N+1) ≤ Z_N²` for every `N ≥ 1`. -/
theorem log_concave (b : ℝ) (e : ι → ℝ) (s : Finset ι) {N : ℕ} (hN : 1 ≤ N) :
    Z b e s (N - 1) * Z b e s (N + 1) ≤ Z b e s N ^ 2 := by
  obtain ⟨k, rfl⟩ : ∃ k, N = k + 1 := ⟨N - 1, by omega⟩
  rw [Nat.add_sub_cancel]
  clear hN
  -- add the modes one at a time
  induction s using Finset.induction_on generalizing k with
  | empty =>
    rw [Z_empty_succ b e (k + 1), mul_zero]
    exact sq_nonneg _
  | insert a s ha ih =>
    rcases s.eq_empty_or_nonempty with rfl | hs
    · rw [insert_empty_eq]
      exact (single_mode b e a k).le
    · exact (strict_of_recursion (Real.exp_pos (-b * e a)) (Z_pos b e hs)
        (by rw [Z_zero, Z_zero]) (Z_insert_succ b e ha) ih k).le
```

## (h) Two or more modes

Show that, if s has at least two modes, then for every N ≥ 1

Z(s, N−1) Z(s, N+1) < Z(s, N)².

**Solution.** Remove one mode a. The remaining set is non-empty, and its partition functions are log-concave by part (g). Putting a back through part (e) gives the strict inequality. The energies may coincide: for two modes of energy 0, Z(s, N) = N+1, and the claim reads N(N+2) < (N+1)².

```lean
/-- With at least two modes, `Z_(N-1) Z_(N+1) < Z_N²` for every `N ≥ 1`. -/
theorem log_concave_strict (b : ℝ) (e : ι → ℝ) {s : Finset ι} (hs : 2 ≤ s.card) {N : ℕ}
    (hN : 1 ≤ N) : Z b e s (N - 1) * Z b e s (N + 1) < Z b e s N ^ 2 := by
  obtain ⟨k, rfl⟩ : ∃ k, N = k + 1 := ⟨N - 1, by omega⟩
  obtain ⟨a, ha⟩ : s.Nonempty := Finset.card_pos.1 (by omega)
  have hne : (s.erase a).Nonempty :=
    Finset.card_pos.1 (by rw [Finset.card_erase_of_mem ha]; omega)
  have h := strict_of_recursion (Real.exp_pos (-b * e a)) (Z_pos b e hne)
    (by rw [Z_zero, Z_zero]) (Z_insert_succ b e (Finset.notMem_erase a s))
    (fun n => log_concave b e (s.erase a) (Nat.le_add_left 1 n)) k
  rw [Finset.insert_erase ha] at h
  exact h
```

## (i) The free energy of adding a boson

Let b > 0 and let s have at least two modes. Show that, for every N ≥ 1,

F(N) − F(N−1) < F(N+1) − F(N).

**Solution.** All partition functions are positive, so the logarithm of part (h) is

log Z(s, N−1) + log Z(s, N+1) < 2 log Z(s, N).

Rearranged, this says

−log Z(s, N) + log Z(s, N−1) < −log Z(s, N+1) + log Z(s, N),

and division by b > 0 gives the claim. The Lean proof takes the same steps with `Real.log_lt_log` and `div_lt_div_of_pos_right`.

The difference F(N+1) − F(N) plays the part of a chemical potential at fixed particle number. For non-interacting bosons in a finite set of at least two modes, it rises with every added particle at fixed positive temperature.

```lean
/-- For `b > 0`, at least two modes and `N ≥ 1`, adding a boson to `N` bosons costs strictly
more free energy than adding one to `N - 1` bosons. -/
theorem addition_free_energy_strict {b : ℝ} (hb : 0 < b) (e : ι → ℝ) {s : Finset ι}
    (hs : 2 ≤ s.card) {N : ℕ} (hN : 1 ≤ N) :
    freeEnergy b e s N - freeEnergy b e s (N - 1) <
      freeEnergy b e s (N + 1) - freeEnergy b e s N := by
  have hp := Z_pos b e (Finset.card_pos.1 (by omega : 0 < s.card))
  have h := Real.log_lt_log (mul_pos (hp (N - 1)) (hp (N + 1)))
    (log_concave_strict b e hs hN)
  rw [Real.log_mul (hp _).ne' (hp _).ne', Real.log_pow] at h
  push_cast at h
  unfold freeEnergy
  rw [← sub_div, ← sub_div]
  exact div_lt_div_of_pos_right (by linarith) hb

end

end BosonLogConcavity
```

```lean
#print axioms BosonLogConcavity.log_concave
#print axioms BosonLogConcavity.addition_free_energy_strict
```

```
'BosonLogConcavity.log_concave' depends on axioms: [propext, Classical.choice, Quot.sound]
'BosonLogConcavity.addition_free_energy_strict' depends on axioms: [propext, Classical.choice, Quot.sound]
```

## States as multisets of modes

An N-boson basis state could also be modelled as a multiset of N modes, that is, an unordered list with repetitions. Its energy would be a sum over particles instead of modes, and N would be the size of the multiset instead of a condition on a sum. The partition functions would have the same values, so the inequalities would be unchanged. The main difference would be in part (a), where one would ask whether a occurs in the multiset and, if so, delete one copy.
